# A phase stays stable under energy errors of up to δ per phase exactly when it lies more than 2δ below its competing mixtures

A computed convex hull can show a compound as stable when it is not. Suppose that a compound lies 10 meV per atom below the lowest-energy mixture of other phases at its composition, and that each phase energy may be wrong by 10 meV per atom. If the compound's true energy is 10 meV higher and those of the other phases are 10 meV lower, the compound ends up 10 meV above that mixture. A margin equal to the error bound is therefore too small to guarantee stability; if nothing but the bound is known about the errors, the margin has to exceed twice that bound.

This applies to zero-temperature phase stability judged from computed energies, for a finite list of phases and a known uniform error bound. A phase counts as stable here if it lies strictly below every competing mixture, so a tie is not enough. The bound $\delta$ stands for the accuracy of the energy method and is assumed. Phases missing from the list and entropy are not covered.

## Mixtures that compete with a phase

Phases are labelled by $i$ in a finite set `ι`. Phase $i$ has composition $x_i\in\mathbb R^d$ and energy $E_i$. Energies are read as per atom and compositions as atomic fractions, so that both average linearly on mixing.

```lean
import Mathlib

open Matrix

namespace ConvexHullRobustness

noncomputable section

variable {ι : Type*} [Fintype ι] {d : ℕ}
```

In a mixture competing with phase $j$, a fraction $w_i$ of the atoms belongs to phase $i$, with

$$w_i\ge 0,\qquad \sum_i w_i=1,\qquad w_j=0,\qquad \sum_i w_i x_i=x_j .$$

Another phase at the same composition, such as a polymorph, counts as a competing mixture by itself.

```lean
/-- Phase fractions `w` of a mixture of phases other than `j` whose overall composition
is that of phase `j`. -/
structure IsCompetingMixture (x : ι → Fin d → ℝ) (j : ι) (w : ι → ℝ) : Prop where
  nonneg : ∀ i, 0 ≤ w i
  sum_one : ∑ i, w i = 1
  absent : w j = 0
  composition : ∑ i, w i • x i = x j
```

The mixture has energy $E(w)=\sum_i w_iE_i$, with no interfacial or mixing term.

```lean
/-- Energy of a mixture with phase fractions `w`. -/
def mixtureEnergy (E w : ι → ℝ) : ℝ := ∑ i, w i * E i
```

Phase $j$ lies below its competitors by more than $m$ if $E_j+m<E(w)$ for every competing $w$. If no mixture of other phases reaches $x_j$, as for a pure element with a single listed phase, this holds for every $m$.

```lean
/-- Phase `j` lies more than `m` below every mixture of other phases at its composition. -/
def LiesBelowBy (x : ι → Fin d → ℝ) (E : ι → ℝ) (j : ι) (m : ℝ) : Prop :=
  ∀ w, IsCompetingMixture x j w → E j + m < mixtureEnergy E w
```

Changing the reference energies of the elements replaces $E_i$ by $E_i+a+\mu\cdot x_i$, with a constant $a$ and a vector $\mu\in\mathbb R^d$.

```lean
/-- Phase energies shifted by a constant `a` and a term linear in composition, as happens
when the reference energies of the elements are changed. -/
def rereferenced (x : ι → Fin d → ℝ) (E : ι → ℝ) (a : ℝ) (μ : Fin d → ℝ) (i : ι) : ℝ :=
  E i + a + μ ⬝ᵥ x i
```

## Errors of mixtures and margins

Let $E'_i$ be a second set of energies with $|E'_i-E_i|\le\delta$ for all $i$. Since the fractions are nonnegative and sum to one,

$$|E'(w)-E(w)|=\Big|\sum_i w_i(E'_i-E_i)\Big|\le\sum_i w_i\,|E'_i-E_i|\le\delta .$$

The `calc` block follows this chain, using the triangle inequality and then the bound on each term.

```lean
/-- If each phase energy errs by at most `δ`, so does the energy of a competing mixture. -/
theorem mixtureEnergy_error {x : ι → Fin d → ℝ} {E E' w : ι → ℝ} {j : ι} {δ : ℝ}
    (hw : IsCompetingMixture x j w) (h : ∀ i, |E' i - E i| ≤ δ) :
    |mixtureEnergy E' w - mixtureEnergy E w| ≤ δ := by
  calc |mixtureEnergy E' w - mixtureEnergy E w|
      = |∑ i, w i * (E' i - E i)| := by
        simp only [mixtureEnergy, mul_sub, Finset.sum_sub_distrib]
    _ ≤ ∑ i, |w i * (E' i - E i)| := Finset.abs_sum_le_sum_abs _ _
    _ ≤ ∑ i, w i * δ := Finset.sum_le_sum fun i _ => by
        rw [abs_mul, abs_of_nonneg (hw.nonneg i)]
        exact mul_le_mul_of_nonneg_left (h i) (hw.nonneg i)
    _ = δ := by rw [← Finset.sum_mul, hw.sum_one, one_mul]
```

Phase $j$ rises by at most $\delta$ and the mixture sinks by at most $\delta$. A margin $m$ thus becomes at least $m-2\delta$:

$$E'_j+m-2\delta\le E_j+m-\delta<E(w)-\delta\le E'(w).$$

In the proof, `h1` is the original margin, `h2` and `h3` are the two error bounds, and `linarith` combines them.

```lean
/-- Energy errors of at most `δ` per phase reduce a stability margin `m` to no less than
`m - 2 * δ`. -/
theorem margin_after_error {x : ι → Fin d → ℝ} {E E' : ι → ℝ} {j : ι} {m δ : ℝ}
    (hj : LiesBelowBy x E j m) (h : ∀ i, |E' i - E i| ≤ δ) :
    LiesBelowBy x E' j (m - 2 * δ) := by
  intro w hw
  have h1 := hj w hw
  -- phase `j` rises by at most `δ`, the mixture sinks by at most `δ`
  have h2 := (abs_le.mp (h j)).2
  have h3 := (abs_le.mp (mixtureEnergy_error hw h)).1
  linarith
```

## The threshold 2δ is sharp

Setting $m=2\delta$ shows that a phase more than $2\delta$ below its competitors stays strictly below them. For the converse, assume that phase $j$ is stable for every allowed $E'$, and choose the worst case $E'_j=E_j+\delta$ and $E'_i=E_i-\delta$ for $i\ne j$. Because $w_j=0$,

$$E'(w)=E(w)-\delta\sum_{i\ne j}w_i=E(w)-\delta .$$

Stability under $E'$ reads $E_j+\delta<E(w)-\delta$, which is the margin $2\delta$. In Lean, `herr` checks that this $E'$ is allowed, which uses $\delta\ge0$, and `hmix` is the displayed identity.

```lean
/-- Phase `j` lies strictly below all competing mixtures for every set of energies that differ from
the original ones by at most `δ` per phase if and only if it lies more than `2 * δ` below them for
the original energies. -/
theorem robustly_stable_iff (x : ι → Fin d → ℝ) (E : ι → ℝ) (j : ι) {δ : ℝ} (hδ : 0 ≤ δ) :
    (∀ E' : ι → ℝ, (∀ i, |E' i - E i| ≤ δ) → LiesBelowBy x E' j 0) ↔
      LiesBelowBy x E j (2 * δ) := by
  classical
  constructor
  · intro h w hw
    -- the worst case: phase `j` is raised by `δ`, all others are lowered by `δ`
    obtain ⟨E', hE'j, hE'i⟩ : ∃ E' : ι → ℝ, E' j = E j + δ ∧ ∀ i, i ≠ j → E' i = E i - δ :=
      ⟨fun i => if i = j then E i + δ else E i - δ, by simp, fun i hi => by simp [hi]⟩
    have herr : ∀ i, |E' i - E i| ≤ δ := by
      intro i
      by_cases hi : i = j
      · rw [hi, hE'j, abs_le]
        constructor <;> linarith
      · rw [hE'i i hi, abs_le]
        constructor <;> linarith
    have hsum : ∑ i, w i * E' i = ∑ i, (w i * E i - w i * δ) := by
      refine Finset.sum_congr rfl fun i _ => ?_
      by_cases hi : i = j
      · rw [hi, hw.absent]
        ring
      · rw [hE'i i hi]
        ring
    have hshift : ∑ i, w i * δ = δ := by
      rw [← Finset.sum_mul, hw.sum_one, one_mul]
    have hmix : mixtureEnergy E' w = mixtureEnergy E w - δ := by
      unfold mixtureEnergy
      rw [hsum, Finset.sum_sub_distrib, hshift]
    have h1 := h E' herr w hw
    rw [hmix, hE'j] at h1
    linarith
  · intro h E' herr
    have h1 := margin_after_error h herr
    rwa [sub_self] at h1
```

## Reference energies do not matter

Under a change of reference, a competing mixture has energy

$$\sum_i w_i(E_i+a+\mu\cdot x_i)=E(w)+a+\mu\cdot x_j ,$$

because its mean composition is $x_j$. Phase $j$ shifts by the same $a+\mu\cdot x_j$, so the margin is unchanged. The linear term is handled by `hlin`, the constant by `hconst`.

```lean
/-- A change of reference energies leaves the stability margin of a phase unchanged. -/
theorem liesBelowBy_rereferenced (x : ι → Fin d → ℝ) (E : ι → ℝ) (j : ι) (m a : ℝ)
    (μ : Fin d → ℝ) :
    LiesBelowBy x (rereferenced x E a μ) j m ↔ LiesBelowBy x E j m := by
  unfold LiesBelowBy
  refine forall₂_congr fun w hw => ?_
  -- the linear term of the mixture is that of its overall composition
  have hlin : ∑ i, w i * (μ ⬝ᵥ x i) = μ ⬝ᵥ x j := by
    rw [← hw.composition]
    simp only [dotProduct, Finset.sum_apply, Pi.smul_apply, smul_eq_mul, Finset.mul_sum]
    rw [Finset.sum_comm]
    refine Finset.sum_congr rfl fun k _ => Finset.sum_congr rfl fun i _ => ?_
    ring
  have hconst : ∑ i, w i * a = a := by
    rw [← Finset.sum_mul, hw.sum_one, one_mul]
  have hmix : mixtureEnergy (rereferenced x E a μ) w
      = mixtureEnergy E w + a + μ ⬝ᵥ x j := by
    simp only [mixtureEnergy, rereferenced, mul_add, Finset.sum_add_distrib]
    rw [hlin, hconst]
  have hj : rereferenced x E a μ j = E j + a + μ ⬝ᵥ x j := rfl
  rw [hmix, hj]
  constructor <;> intro h <;> linarith
```

An error that is affine in composition therefore costs no margin. Only what remains after some choice of $a$ and $\mu$ has to be bounded by $\delta$.

```lean
/-- A phase more than `2 * δ` below all competing mixtures stays strictly below them for any second
set of energies that differs from the original one by at most `δ` per phase after some change of
reference energies. -/
theorem stable_of_error_up_to_reference {x : ι → Fin d → ℝ} {E E' : ι → ℝ} {j : ι}
    {δ a : ℝ} {μ : Fin d → ℝ} (hj : LiesBelowBy x E j (2 * δ))
    (h : ∀ i, |E' i - rereferenced x E a μ i| ≤ δ) :
    LiesBelowBy x E' j 0 := by
  have h1 := margin_after_error ((liesBelowBy_rereferenced x E j (2 * δ) a μ).mpr hj) h
  rwa [sub_self] at h1
```

## Instability is robust too

If $E_j$ exceeds the energy of some competing mixture by more than $2\delta$, then

$$E'(w)\le E(w)+\delta<E_j-\delta\le E'_j ,$$

and the phase stays above that same mixture.

```lean
/-- A phase more than `2 * δ` above some competing mixture stays strictly above that mixture
when each phase energy errs by at most `δ`. -/
theorem unstable_after_error {x : ι → Fin d → ℝ} {E E' w : ι → ℝ} {j : ι} {δ : ℝ}
    (hw : IsCompetingMixture x j w) (hj : mixtureEnergy E w + 2 * δ < E j)
    (h : ∀ i, |E' i - E i| ≤ δ) :
    mixtureEnergy E' w < E' j := by
  have h1 := (abs_le.mp (h j)).1
  have h2 := (abs_le.mp (mixtureEnergy_error hw h)).2
  linarith
```

## A binary compound

Take $d=1$ and phases $0,1,2$ at compositions $0,\tfrac12,1$. Phase 1 is the compound.

```lean
/-- Compositions of two elements and of a compound halfway between them. -/
def binaryComposition : Fin 3 → Fin 1 → ℝ := fun i _ => ![0, 1 / 2, 1] i
```

The elements have energy $0$ and the compound has energy $-1$, in arbitrary units.

```lean
/-- Energies of the two elements (zero) and of the compound (minus one). -/
def binaryEnergy : Fin 3 → ℝ := ![0, -1, 0]
```

Every mixture competing with the compound has $w_1=0$ and hence energy $0$, so $m<1$ gives $-1+m<0$ and the margin holds. Conversely, the fractions $(\tfrac12,0,\tfrac12)$ form a competing mixture, and a margin $m$ applied to it gives $-1+m<0$. By the sharp threshold, the compound tolerates errors of up to $\delta\ge0$ per phase exactly when $\delta<\tfrac12$.

```lean
/-- The binary compound lies more than `m` below every competing mixture exactly when
`m < 1`. -/
theorem binary_margin_witness (m : ℝ) :
    LiesBelowBy binaryComposition binaryEnergy 1 m ↔ m < 1 := by
  have hE : binaryEnergy 1 = -1 := by simp [binaryEnergy]
  have hmix : ∀ w, IsCompetingMixture binaryComposition 1 w →
      mixtureEnergy binaryEnergy w = 0 := by
    intro w hw
    simp [mixtureEnergy, binaryEnergy, Fin.sum_univ_three, hw.absent]
  constructor
  · intro h
    -- equal amounts of the two elements
    have hw : IsCompetingMixture binaryComposition 1 ![1 / 2, 0, 1 / 2] := by
      refine ⟨?_, ?_, ?_, ?_⟩
      · intro i
        fin_cases i <;> simp
      · rw [Fin.sum_univ_three]
        show (1 / 2 : ℝ) + 0 + 1 / 2 = 1
        norm_num
      · simp
      · ext k
        simp [Fin.sum_univ_three, binaryComposition]
    have h1 := h _ hw
    rw [hmix _ hw, hE] at h1
    linarith
  · intro h w hw
    rw [hmix w hw, hE]
    linarith

end

end ConvexHullRobustness
```

```lean
#print axioms ConvexHullRobustness.robustly_stable_iff
#print axioms ConvexHullRobustness.stable_of_error_up_to_reference
#print axioms ConvexHullRobustness.unstable_after_error
```

```
'ConvexHullRobustness.robustly_stable_iff' depends on axioms: [propext, Classical.choice, Quot.sound]
'ConvexHullRobustness.stable_of_error_up_to_reference' depends on axioms: [propext, Classical.choice, Quot.sound]
'ConvexHullRobustness.unstable_after_error' depends on axioms: [propext, Classical.choice, Quot.sound]
```
